# Self-energies of mutually uncoupled baths add; a link between baths can break the sum

Take one site coupled with strength 1 to each of two bath sites of energy zero, and link the bath sites by a hopping $s$. Drive the central site at energy $z$, and let $c$, $b_1$, $b_2$ be the amplitudes on the central site and the two bath sites. The bath rows of the equation $(z-H)\psi=\text{source}$ are

$$z b_1 - s b_2 = c,\qquad z b_2 - s b_1 = c .$$

The bath acts back on the central site through $b_1+b_2=\Sigma c$, which defines its self-energy $\Sigma$.

Without the link, and for $z\neq0$, each bath site responds alone: $b_1=b_2=c/z$, so $\Sigma=1/z+1/z=2/z$. With the link, subtracting the two rows gives $(z+s)(b_1-b_2)=0$. If $z+s\neq0$, then $b_1=b_2$, and if also $z-s\neq0$, then $b_1=c/(z-s)$ and

$$\Sigma=\frac{2}{z-s}.$$

For $s=1$ and $z=3$ the linked pair gives $1$, while the sum for separate sites gives $2/3$. The difference, $2s/\big(z(z-s)\big)$, vanishes as $s\to0$ at fixed $z\neq0$.

## The sum rule and its condition

Let a system with Hamiltonian $A$ be coupled to a bath with Hamiltonian $D$. The block $V$ takes bath amplitudes to the system, and $W$ takes system amplitudes to the bath. If $z-D$ is invertible, the embedding self-energy is

$$\Sigma(z)=V(z-D)^{-1}W .$$

Suppose that the bath consists of two parts with no matrix elements between them, $D=\mathrm{diag}(D_1,D_2)$, and that $z-D_1$ and $z-D_2$ are invertible. Then

$$\Sigma(z)=V_1(z-D_1)^{-1}W_1+V_2(z-D_2)^{-1}W_2=\Sigma_1(z)+\Sigma_2(z),$$

where $V_k$ and $W_k$ are the couplings of part $k$. The same holds for any finite number of mutually uncoupled baths.

## Adding lead self-energies in a transport code

A code for a device between two contacts typically computes one self-energy per contact and adds both to the device Hamiltonian. For non-interacting electrons, finite baths and an orthonormal basis, the sum rule justifies this addition when the contacts have no direct matrix elements between them.

A code can check that condition on the Hamiltonian before it adds anything: the blocks between different baths must be zero. If a direct hopping crosses a short device, the two contacts can be treated as one joint bath, or the device region can be enlarged until the hopping no longer connects two baths.

## Eliminating the bath amplitudes

The full Hamiltonian and the matrix to be inverted are

$$H=\begin{pmatrix}A&V\\W&D\end{pmatrix},\qquad
z-H=\begin{pmatrix}z-A&-V\\-W&z-D\end{pmatrix}.$$

Assume that $z-H$ and $z-D$ are invertible, and write $G=(z-H)^{-1}$ for the Green's matrix. The first block column of $(z-H)G=1$ reads

$$(z-A)G_{11}-VG_{21}=1,\qquad -WG_{11}+(z-D)G_{21}=0 .$$

The second equation gives $G_{21}=(z-D)^{-1}WG_{11}$. Inserted in the first, it gives

$$\big(z-A-V(z-D)^{-1}W\big)G_{11}=\big(z-A-\Sigma(z)\big)G_{11}=1 .$$

So $\Sigma$ is the whole effect of the bath on the system block of $G$.

For two uncoupled baths, let $R_k=(z-D_k)^{-1}$. Then

$$\begin{pmatrix}z-D_1&0\\0&z-D_2\end{pmatrix}\begin{pmatrix}R_1&0\\0&R_2\end{pmatrix}=1,$$

so the joint resolvent is block diagonal. With the couplings joined as a row and a column of blocks,

$$\Sigma=\begin{pmatrix}V_1&V_2\end{pmatrix}\begin{pmatrix}R_1&0\\0&R_2\end{pmatrix}\begin{pmatrix}W_1\\W_2\end{pmatrix}=V_1R_1W_1+V_2R_2W_2=\Sigma_1+\Sigma_2 .$$

Using this in the equation for $G_{11}$ gives $(z-A-\Sigma_1-\Sigma_2)G_{11}=1$.

For a finite family of baths, label a bath state by the bath $k$ and a state $y$ within it, and let $R$ be the joint resolvent. An entry of the self-energy is

$$\Sigma_{ij}=\sum_k\sum_y\Big[\sum_l\sum_x (V_l)_{ix}\,R_{(l,x),(k,y)}\Big](W_k)_{yj}.$$

Because $R$ is block diagonal, only $l=k$ contributes, which leaves $\sum_k(V_kR_kW_k)_{ij}$.

In the linked pair the resolvent has off-diagonal entries:

$$\begin{pmatrix}z&-s\\-s&z\end{pmatrix}^{-1}=\frac{1}{(z-s)(z+s)}\begin{pmatrix}z&s\\s&z\end{pmatrix}.$$

With both couplings equal to 1, $\Sigma$ is the sum of the four entries, $2(z+s)/\big((z-s)(z+s)\big)=2/(z-s)$. If this equalled the separate sum $L=2/z$, then $(z-s)L=2$ and $zL=2$ would give $sL=0$. For $s\neq0$ this forces $L=0$, which contradicts $zL=2$.

## The Lean file

```lean
import Mathlib

open Matrix

namespace EmbeddingSelfEnergy

variable {m n n₁ n₂ : Type*} [Fintype n] [DecidableEq n]
  [Fintype n₁] [DecidableEq n₁] [Fintype n₂] [DecidableEq n₂]

/-- The embedding self-energy `V (z - D)⁻¹ W` of a bath `D` coupled to a system by `V` and `W`,
for energies `z` at which `z - D` is invertible. -/
noncomputable def selfEnergy (V : Matrix m n ℂ) (D : Matrix n n ℂ) (W : Matrix n m ℂ)
    (z : ℂ) : Matrix m m ℂ :=
  V * (z • (1 : Matrix n n ℂ) - D)⁻¹ * W

omit [Fintype n] in
/-- The matrix `z - H` in blocks, for a Hamiltonian `H` made of a system `A`, a bath `D` and
the couplings `V` and `W`. -/
theorem smul_one_sub_fromBlocks [DecidableEq m] (A : Matrix m m ℂ) (V : Matrix m n ℂ)
    (W : Matrix n m ℂ) (D : Matrix n n ℂ) (z : ℂ) :
    z • (1 : Matrix (m ⊕ n) (m ⊕ n) ℂ) - fromBlocks A V W D =
      fromBlocks (z • 1 - A) (-V) (-W) (z • 1 - D) := by
  ext (i | i) (j | j) <;> simp [Matrix.one_apply]

/-- If `z - D` and `z - H` are invertible, the system block of the full Green's matrix
`(z - H)⁻¹` is the inverse of `z - A - Σ(z)`, with `Σ(z)` the embedding self-energy. -/
theorem system_green [Fintype m] [DecidableEq m] (A : Matrix m m ℂ) (V : Matrix m n ℂ)
    (W : Matrix n m ℂ) (D : Matrix n n ℂ) (z : ℂ)
    (hD : IsUnit (z • (1 : Matrix n n ℂ) - D))
    (hH : IsUnit (z • (1 : Matrix (m ⊕ n) (m ⊕ n) ℂ) - fromBlocks A V W D)) :
    (z • 1 - A - selfEnergy V D W z) *
      ((z • (1 : Matrix (m ⊕ n) (m ⊕ n) ℂ) - fromBlocks A V W D)⁻¹).toBlocks₁₁ = 1 := by
  have hG := Matrix.mul_nonsing_inv _ ((Matrix.isUnit_iff_isUnit_det _).mp hH)
  have hinv := Matrix.nonsing_inv_mul _ ((Matrix.isUnit_iff_isUnit_det _).mp hD)
  generalize (z • (1 : Matrix (m ⊕ n) (m ⊕ n) ℂ) - fromBlocks A V W D)⁻¹ = G at hG ⊢
  -- the first block column of `(z - H) G = 1`
  rw [smul_one_sub_fromBlocks, ← fromBlocks_toBlocks G, fromBlocks_multiply,
    ← fromBlocks_one, fromBlocks_inj] at hG
  obtain ⟨h11, -, h21, -⟩ := hG
  rw [Matrix.neg_mul] at h11 h21
  -- eliminate the bath amplitudes
  have h : G.toBlocks₂₁ = (z • (1 : Matrix n n ℂ) - D)⁻¹ * (W * G.toBlocks₁₁) := by
    rw [neg_add_eq_zero.mp h21, ← Matrix.mul_assoc, hinv, Matrix.one_mul]
  rw [← sub_eq_add_neg] at h11
  rw [Matrix.sub_mul, selfEnergy, Matrix.mul_assoc, Matrix.mul_assoc, ← h]
  exact h11

/-- For two uncoupled baths with `z - D₁` and `z - D₂` invertible, the resolvent of the joint
bath is block diagonal, with the two separate resolvents as its blocks. -/
theorem two_bath_resolvent (D₁ : Matrix n₁ n₁ ℂ) (D₂ : Matrix n₂ n₂ ℂ) (z : ℂ)
    (h₁ : IsUnit (z • (1 : Matrix n₁ n₁ ℂ) - D₁))
    (h₂ : IsUnit (z • (1 : Matrix n₂ n₂ ℂ) - D₂)) :
    (z • (1 : Matrix (n₁ ⊕ n₂) (n₁ ⊕ n₂) ℂ) - fromBlocks D₁ 0 0 D₂) *
      fromBlocks (z • 1 - D₁)⁻¹ 0 0 (z • 1 - D₂)⁻¹ = 1 := by
  rw [smul_one_sub_fromBlocks, fromBlocks_multiply,
    Matrix.mul_nonsing_inv _ ((Matrix.isUnit_iff_isUnit_det _).mp h₁),
    Matrix.mul_nonsing_inv _ ((Matrix.isUnit_iff_isUnit_det _).mp h₂)]
  simp

/-- The self-energy of two baths without mutual coupling is the sum of the two bath
self-energies, provided `z - D₁` and `z - D₂` are invertible. -/
theorem selfEnergy_two_baths (V₁ : Matrix m n₁ ℂ) (V₂ : Matrix m n₂ ℂ)
    (D₁ : Matrix n₁ n₁ ℂ) (D₂ : Matrix n₂ n₂ ℂ) (W₁ : Matrix n₁ m ℂ) (W₂ : Matrix n₂ m ℂ)
    (z : ℂ) (h₁ : IsUnit (z • (1 : Matrix n₁ n₁ ℂ) - D₁))
    (h₂ : IsUnit (z • (1 : Matrix n₂ n₂ ℂ) - D₂)) :
    selfEnergy (fromCols V₁ V₂) (fromBlocks D₁ 0 0 D₂) (fromRows W₁ W₂) z =
      selfEnergy V₁ D₁ W₁ z + selfEnergy V₂ D₂ W₂ z := by
  unfold selfEnergy
  rw [Matrix.inv_eq_right_inv (two_bath_resolvent D₁ D₂ z h₁ h₂),
    fromCols_mul_fromBlocks, fromCols_mul_fromRows]
  simp

/-- With two uncoupled baths, the system block of the full Green's matrix is the inverse of
`z - A - (Σ₁ + Σ₂)`, provided `z - D₁`, `z - D₂` and `z - H` are invertible. -/
theorem system_green_two_baths [Fintype m] [DecidableEq m] (A : Matrix m m ℂ)
    (V₁ : Matrix m n₁ ℂ) (V₂ : Matrix m n₂ ℂ) (D₁ : Matrix n₁ n₁ ℂ) (D₂ : Matrix n₂ n₂ ℂ)
    (W₁ : Matrix n₁ m ℂ) (W₂ : Matrix n₂ m ℂ) (z : ℂ)
    (h₁ : IsUnit (z • (1 : Matrix n₁ n₁ ℂ) - D₁))
    (h₂ : IsUnit (z • (1 : Matrix n₂ n₂ ℂ) - D₂))
    (hH : IsUnit (z • (1 : Matrix (m ⊕ (n₁ ⊕ n₂)) (m ⊕ (n₁ ⊕ n₂)) ℂ) -
      fromBlocks A (fromCols V₁ V₂) (fromRows W₁ W₂) (fromBlocks D₁ 0 0 D₂))) :
    (z • 1 - A - (selfEnergy V₁ D₁ W₁ z + selfEnergy V₂ D₂ W₂ z)) *
      ((z • (1 : Matrix (m ⊕ (n₁ ⊕ n₂)) (m ⊕ (n₁ ⊕ n₂)) ℂ) -
        fromBlocks A (fromCols V₁ V₂) (fromRows W₁ W₂)
          (fromBlocks D₁ 0 0 D₂))⁻¹).toBlocks₁₁ = 1 := by
  have h := two_bath_resolvent D₁ D₂ z h₁ h₂
  rw [← selfEnergy_two_baths V₁ V₂ D₁ D₂ W₁ W₂ z h₁ h₂]
  exact system_green _ _ _ _ z ⟨⟨_, _, h, mul_eq_one_comm.mp h⟩, rfl⟩ hH

/-- The self-energy of finitely many mutually uncoupled baths is the sum of the separate bath
self-energies, provided every `z - D k` is invertible. -/
theorem selfEnergy_many_baths {ι : Type*} [Fintype ι] [DecidableEq ι] {b : ι → Type*}
    [∀ k, Fintype (b k)] [∀ k, DecidableEq (b k)] (V : ∀ k, Matrix m (b k) ℂ)
    (D : ∀ k, Matrix (b k) (b k) ℂ) (W : ∀ k, Matrix (b k) m ℂ) (z : ℂ)
    (h : ∀ k, IsUnit (z • (1 : Matrix (b k) (b k) ℂ) - D k)) :
    selfEnergy (Matrix.of fun i (p : Σ k, b k) => V p.1 i p.2) (blockDiagonal' D)
      (Matrix.of fun (p : Σ k, b k) j => W p.1 p.2 j) z =
      ∑ k, selfEnergy (V k) (D k) (W k) z := by
  have e : z • (1 : Matrix (Σ k, b k) (Σ k, b k) ℂ) - blockDiagonal' D =
      blockDiagonal' (fun k => z • (1 : Matrix (b k) (b k) ℂ) - D k) := by
    ext ⟨k, x⟩ ⟨l, y⟩
    by_cases hkl : k = l
    · subst hkl
      simp [Matrix.blockDiagonal'_apply, Matrix.one_apply]
    · simp [Matrix.blockDiagonal'_apply, hkl]
  -- the joint resolvent is block diagonal
  have hinv : (z • (1 : Matrix (Σ k, b k) (Σ k, b k) ℂ) - blockDiagonal' D)⁻¹ =
      blockDiagonal' (fun k => (z • (1 : Matrix (b k) (b k) ℂ) - D k)⁻¹) := by
    apply Matrix.inv_eq_right_inv
    rw [e, ← blockDiagonal'_mul]
    have h1 : (fun k => (z • (1 : Matrix (b k) (b k) ℂ) - D k) *
        (z • (1 : Matrix (b k) (b k) ℂ) - D k)⁻¹) = 1 := by
      funext k
      exact Matrix.mul_nonsing_inv _ ((Matrix.isUnit_iff_isUnit_det _).mp (h k))
    rw [h1, blockDiagonal'_one]
  ext i j
  simp only [selfEnergy, hinv, Matrix.sum_apply, Matrix.mul_apply, Fintype.sum_sigma,
    Matrix.of_apply]
  refine Finset.sum_congr rfl fun k _ => Finset.sum_congr rfl fun y _ => ?_
  congr 1
  -- only paths that stay in one bath contribute
  rw [Finset.sum_eq_single k]
  · simp only [blockDiagonal'_apply_eq]
  · intro l _ hl
    exact Finset.sum_eq_zero fun x _ => by rw [blockDiagonal'_apply_ne _ _ _ hl, mul_zero]
  · simp

/-- One site coupled by 1 to two zero-energy sites linked by `s`, with `s`, `z`, `z - s` and
`z + s` nonzero: the self-energy is `2/(z - s)`, the sum for the separate sites is `2/z`, and
the two differ. -/
theorem linked_baths_not_additive (s z : ℂ) (hs : s ≠ 0) (hz : z ≠ 0) (hm : z - s ≠ 0)
    (hp : z + s ≠ 0) :
    (z - s) • selfEnergy !![1, 1] !![0, s; s, 0] !![1; 1] z = !![2] ∧
    z • (selfEnergy !![1] !![0] !![1] z + selfEnergy !![1] !![0] !![1] z) = !![2] ∧
    selfEnergy !![1, 1] !![0, s; s, 0] !![1; 1] z ≠
      selfEnergy !![1] !![0] !![1] z + selfEnergy !![1] !![0] !![1] z := by
  obtain ⟨w, hw⟩ : ∃ w, (z - s) * (z + s) * w = 1 := ⟨_, mul_inv_cancel₀ (mul_ne_zero hm hp)⟩
  obtain ⟨v, hv⟩ : ∃ v, z * v = 1 := ⟨_, mul_inv_cancel₀ hz⟩
  -- resolvent of the linked pair
  have i2 : (z • (1 : Matrix (Fin 2) (Fin 2) ℂ) - !![0, s; s, 0])⁻¹ =
      !![z * w, s * w; s * w, z * w] := by
    apply Matrix.inv_eq_right_inv
    have e : z • (1 : Matrix (Fin 2) (Fin 2) ℂ) - !![0, s; s, 0] = !![z, -s; -s, z] := by
      ext i j
      fin_cases i <;> fin_cases j <;> simp
    have a1 : z * (z * w) + -s * (s * w) = 1 := by linear_combination hw
    have a2 : z * (s * w) + -s * (z * w) = 0 := by ring
    have a3 : -s * (z * w) + z * (s * w) = 0 := by ring
    have a4 : -s * (s * w) + z * (z * w) = 1 := by linear_combination hw
    rw [e, Matrix.mul_fin_two, a1, a2, a3, a4, Matrix.one_fin_two]
  -- resolvent of a single site
  have i1 : (z • (1 : Matrix (Fin 1) (Fin 1) ℂ) - !![0])⁻¹ = !![v] := by
    apply Matrix.inv_eq_right_inv
    ext i j
    fin_cases i
    fin_cases j
    simp [Matrix.mul_apply, hv]
  have h1 : (z - s) • selfEnergy !![1, 1] !![0, s; s, 0] !![1; 1] z = !![2] := by
    unfold selfEnergy
    rw [i2]
    ext i j
    fin_cases i
    fin_cases j
    simp
    linear_combination 2 * hw
  have h2 : z • (selfEnergy !![1] !![0] !![1] z + selfEnergy !![1] !![0] !![1] z) =
      !![2] := by
    unfold selfEnergy
    rw [i1]
    ext i j
    fin_cases i
    fin_cases j
    simp
    linear_combination 2 * hv
  -- a common value `L` would satisfy `s L = 0`
  have key : ∀ L : Matrix (Fin 1) (Fin 1) ℂ,
      (z - s) • L = !![2] → z • L = !![2] → False := by
    intro L hL hL'
    have a : (z - s) * L 0 0 = 2 := congrFun (congrFun hL 0) 0
    have b : z * L 0 0 = 2 := congrFun (congrFun hL' 0) 0
    have c : s * L 0 0 = 0 := by linear_combination b - a
    rw [(mul_eq_zero.mp c).resolve_left hs] at b
    norm_num at b
  exact ⟨h1, h2, fun h => key _ h1 (by rw [h]; exact h2)⟩

end EmbeddingSelfEnergy
```

```lean
#print axioms EmbeddingSelfEnergy.system_green_two_baths
#print axioms EmbeddingSelfEnergy.selfEnergy_many_baths
#print axioms EmbeddingSelfEnergy.linked_baths_not_additive
```

```
'EmbeddingSelfEnergy.system_green_two_baths' depends on axioms: [propext, Classical.choice, Quot.sound]
'EmbeddingSelfEnergy.selfEnergy_many_baths' depends on axioms: [propext, Classical.choice, Quot.sound]
'EmbeddingSelfEnergy.linked_baths_not_additive' depends on axioms: [propext, Classical.choice, Quot.sound]
```

## What the theorems establish for finite baths

**Objects and conventions.** The letters `m`, `n`, `n₁` and `n₂` are index types for basis states, not dimensions. A sum type such as `m ⊕ n` lists the system states and then the bath states. `fromBlocks A V W D` is $H$, `fromCols V₁ V₂` and `fromRows W₁ W₂` are the joined couplings, and `toBlocks₁₁` extracts the system block. The matrices are complex and need not be Hermitian; a Hermitian $H$ has $W=V^\dagger$, which is how many texts write the second coupling.

**Hypotheses.** An `IsUnit` hypothesis says that the matrix is invertible, that is, that $z$ is not an eigenvalue of the Hamiltonian concerned. For Hermitian Hamiltonians any $z$ off the real axis satisfies it. Lean assigns the zero matrix as the inverse of a singular matrix, so `selfEnergy` has a value at a bath eigenvalue too, but that value has no physical meaning.

**Statements.** `system_green` is the equation $(z-A-\Sigma)G_{11}=1$. `selfEnergy_two_baths` is the sum rule, and `system_green_two_baths` puts the sum into the Green's matrix equation. `selfEnergy_many_baths` covers a finite family whose members may have different sizes; `blockDiagonal'` assembles their Hamiltonians, and a pair in `Σ k, b k` names a bath and a state in it. There the symbol `Σ` denotes a type of pairs, not a self-energy.

`linked_baths_not_additive` has three parts: $(z-s)\Sigma=2$ for the linked pair, $z(\Sigma_1+\Sigma_2)=2$ for the separate sites, and the inequality of the two self-energies. It assumes that $s$, $z$, $z-s$ and $z+s$ are nonzero, so the first two parts can be divided to give the values in the opening example.

**Proof steps.** `smul_one_sub_fromBlocks` checks the block form of $z-H$ entry by entry. In `system_green`, `fromBlocks_inj` splits $(z-H)G=1$ into its four block equations, and the proof keeps the two from the first column. The intermediate statement `h` is the solved bath equation for $G_{21}$, and the final rewriting inserts it in the system equation.

`two_bath_resolvent` multiplies the block-diagonal matrices. `selfEnergy_two_baths` uses that product to identify the joint inverse, through `Matrix.inv_eq_right_inv`, and then multiplies out the row, the diagonal matrix and the column. `system_green_two_baths` obtains the invertibility of the joint $z-D$ from the same product, and combines the sum rule with `system_green`.

For many baths, `e` writes the joint $z-D$ as a block-diagonal matrix and `hinv` gives its inverse. `Finset.sum_eq_single k` then keeps the term $l=k$ of the inner sum.

In the linked example, `w` is the inverse of $(z-s)(z+s)$ and `v` is that of $z$. The resolvents `i2` and `i1` are verified by multiplication, `linear_combination` finishes the scalar identities for the two products, and `key` is the argument by contradiction with the common value $L$.

**From finite baths to leads.** The theorems concern finite matrices at a fixed $z$. Transport calculations usually have semi-infinite leads and take $z$ to the real axis from above. The passage to infinite leads and to that boundary value needs a separate argument. The theorems also say nothing about the accuracy of a numerical self-energy: near a bath eigenvalue $(z-D)^{-1}$ is large, and rounding errors can matter even though the algebraic identity holds.
